# Wick recursion for vacuum expectations of fermionic fields linear in creators and annihilators

Let $a$ be an annihilator, $v$ the normalised vacuum it kills, and $B_0,B_1$ two fields linear in fermionic creators and annihilators: anticommuting $a$ to the right until it meets $v$ gives $aB_0B_1v=\langle v,aB_0v\rangle B_1v-\langle v,aB_1v\rangle B_0v$, one term for each partner of $a$, with alternating sign. The Lean file below does the same for any number of fields and obtains from it a recursion for vacuum expectations.

```lean
import Mathlib

open scoped InnerProductSpace

namespace FermionicWickRecursion

variable {ι κ H : Type*} [DecidableEq ι] [NormedAddCommGroup H] [InnerProductSpace ℂ H]

/-- Annihilators `a p` and creators `c p` obey the anticommutation relations, `c p` is adjoint
to `a p`, and `v` is a unit vector killed by every annihilator. -/
structure IsFermiVacuum (a c : ι → Module.End ℂ H) (v : H) : Prop where
  anticomm : ∀ p q, a p * a q + a q * a p = 0
  car : ∀ p q, a p * c q + c q * a p = if p = q then 1 else 0
  adjoint : ∀ p x y, ⟪c p x, y⟫_ℂ = ⟪x, a p y⟫_ℂ
  vacuum : ∀ p, a p v = 0
  norm_one : ‖v‖ = 1

/-- The space of fields: all finite linear combinations of annihilators and creators. -/
def fieldSpace (a c : ι → Module.End ℂ H) : Submodule ℂ (Module.End ℂ H) :=
  Submodule.span ℂ (Set.range a ∪ Set.range c)

/-- The expectation in the state `v` of the product of the operators `φ k`, with the labels `k`
read from the list `l` from left to right. -/
noncomputable def expect (v : H) (φ : κ → Module.End ℂ H) (l : List κ) : ℂ :=
  ⟪v, (l.map φ).prod v⟫_ℂ

variable {a c : ι → Module.End ℂ H} {v : H}

/-- Creators anticommute with each other, as the adjoints of anticommuting annihilators. -/
theorem creators_anticomm (h : IsFermiVacuum a c v) (p q : ι) :
    c p * c q + c q * c p = 0 := by
  refine LinearMap.ext fun x => ext_inner_right ℂ fun y => ?_
  have e := LinearMap.congr_fun (h.anticomm q p) y
  simp only [LinearMap.add_apply, Module.End.mul_apply, LinearMap.zero_apply] at e
  simp only [LinearMap.add_apply, Module.End.mul_apply, LinearMap.zero_apply,
    inner_add_left, h.adjoint, inner_zero_left]
  rw [← inner_add_right, e, inner_zero_right]

/-- Every linear combination of annihilators kills the vacuum. -/
theorem annihilator_vacuum (h : IsFermiVacuum a c v) {A : Module.End ℂ H}
    (hA : A ∈ Submodule.span ℂ (Set.range a)) : A v = 0 := by
  induction hA using Submodule.span_induction with
  | mem x hx =>
    obtain ⟨p, rfl⟩ := hx
    exact h.vacuum p
  | zero => rfl
  | add x y _ _ hx hy => rw [LinearMap.add_apply, hx, hy, add_zero]
  | smul r x _ hx => rw [LinearMap.smul_apply, hx, smul_zero]

/-- A state produced by a linear combination of creators is orthogonal to the vacuum. -/
theorem vacuum_creator (h : IsFermiVacuum a c v) {C : Module.End ℂ H}
    (hC : C ∈ Submodule.span ℂ (Set.range c)) (w : H) : ⟪v, C w⟫_ℂ = 0 := by
  induction hC using Submodule.span_induction with
  | mem x hx =>
    obtain ⟨p, rfl⟩ := hx
    rw [← inner_conj_symm, h.adjoint, h.vacuum, inner_zero_right, map_zero]
  | zero => rw [LinearMap.zero_apply, inner_zero_right]
  | add x y _ _ hx hy => rw [LinearMap.add_apply, inner_add_right, hx, hy, add_zero]
  | smul r x _ hx => rw [LinearMap.smul_apply, inner_smul_right, hx, mul_zero]

/-- The anticommutator of a combination `A` of annihilators with a field `B` is a number, the
vacuum expectation of `A B`. -/
theorem anticommutator_eq_contraction (h : IsFermiVacuum a c v) {A B : Module.End ℂ H}
    (hA : A ∈ Submodule.span ℂ (Set.range a)) (hB : B ∈ fieldSpace a c) :
    A * B + B * A = ⟪v, A (B v)⟫_ℂ • (1 : Module.End ℂ H) := by
  -- by linearity in both factors the anticommutator is some number `s`
  have hs : ∃ s : ℂ, A * B + B * A = s • (1 : Module.End ℂ H) := by
    unfold fieldSpace at hB
    induction hA using Submodule.span_induction with
    | mem x hx =>
      obtain ⟨p, rfl⟩ := hx
      induction hB using Submodule.span_induction with
      | mem y hy =>
        rcases hy with ⟨q, rfl⟩ | ⟨q, rfl⟩
        · exact ⟨0, by rw [h.anticomm, zero_smul]⟩
        · exact ⟨if p = q then 1 else 0, by rw [h.car]; split_ifs <;> simp⟩
      | zero => exact ⟨0, by simp⟩
      | add y z _ _ hy hz =>
        obtain ⟨s, hs⟩ := hy
        obtain ⟨t, ht⟩ := hz
        exact ⟨s + t, by rw [add_smul, ← hs, ← ht]; noncomm_ring⟩
      | smul r y _ hy =>
        obtain ⟨s, hs⟩ := hy
        exact ⟨r * s, by rw [mul_smul, ← hs, mul_smul_comm, smul_mul_assoc, smul_add]⟩
    | zero => exact ⟨0, by simp⟩
    | add y z _ _ hy hz =>
      obtain ⟨s, hs⟩ := hy
      obtain ⟨t, ht⟩ := hz
      exact ⟨s + t, by rw [add_smul, ← hs, ← ht]; noncomm_ring⟩
    | smul r y _ hy =>
      obtain ⟨s, hs⟩ := hy
      exact ⟨r * s, by rw [mul_smul, ← hs, mul_smul_comm, smul_mul_assoc, smul_add]⟩
  -- the vacuum expectation of both sides identifies `s`
  obtain ⟨s, hs⟩ := hs
  have e := LinearMap.congr_fun hs v
  simp only [LinearMap.add_apply, Module.End.mul_apply, LinearMap.smul_apply,
    Module.End.one_apply, annihilator_vacuum h hA, map_zero, add_zero] at e
  rw [hs, e, inner_smul_right, inner_self_eq_norm_sq_to_K, h.norm_one]
  simp

/-- A combination `A` of annihilators acting on a product of fields applied to the vacuum
contracts with each field in turn, with alternating sign, and removes that field. -/
theorem annihilator_through (h : IsFermiVacuum a c v) {φ : κ → Module.End ℂ H}
    (hφ : ∀ k, φ k ∈ fieldSpace a c) {A : Module.End ℂ H}
    (hA : A ∈ Submodule.span ℂ (Set.range a)) (l : List κ) :
    A ((l.map φ).prod v) = ∑ j : Fin l.length,
      ((-1 : ℂ) ^ (j : ℕ) * ⟪v, A (φ (l.get j) v)⟫_ℂ) •
        ((l.eraseIdx j).map φ).prod v := by
  induction l with
  | nil => simp [annihilator_vacuum h hA]
  | cons k l ih =>
    -- exchange `A` with the leftmost field
    have e := LinearMap.congr_fun (anticommutator_eq_contraction h hA (hφ k))
      ((l.map φ).prod v)
    simp only [LinearMap.add_apply, Module.End.mul_apply, LinearMap.smul_apply,
      Module.End.one_apply] at e
    symm
    refine (Fin.sum_univ_succ (n := l.length) _).trans ?_
    change ((-1 : ℂ) ^ 0 * ⟪v, A (φ k v)⟫_ℂ) • (l.map φ).prod v +
      ∑ j : Fin l.length, ((-1 : ℂ) ^ ((j : ℕ) + 1) * ⟪v, A (φ (l.get j) v)⟫_ℂ) •
        φ k (((l.eraseIdx j).map φ).prod v) = A (φ k ((l.map φ).prod v))
    rw [eq_sub_of_add_eq e, ih, map_sum, sub_eq_add_neg, ← Finset.sum_neg_distrib,
      pow_zero, one_mul]
    congr 1
    refine Finset.sum_congr rfl fun j _ => ?_
    rw [map_smul, ← neg_smul]
    congr 1
    ring

/-- **Wick recursion.** The vacuum expectation of a product of fields is the alternating sum,
over all partners of the first field, of the pair expectation times the expectation of the
product with both fields left out. Positions `j` count from zero after the first field. -/
theorem wick_recursion (h : IsFermiVacuum a c v) {φ : κ → Module.End ℂ H}
    (hφ : ∀ k, φ k ∈ fieldSpace a c) (k : κ) (l : List κ) :
    expect v φ (k :: l) = ∑ j : Fin l.length,
      (-1 : ℂ) ^ (j : ℕ) * expect v φ [k, l.get j] * expect v φ (l.eraseIdx j) := by
  -- only the annihilation part `A` of the first field survives next to the bra vacuum
  have hk := hφ k
  rw [fieldSpace, Submodule.span_union, Submodule.mem_sup] at hk
  obtain ⟨A, hA, C, hC, hAC⟩ := hk
  have key : ∀ x, ⟪v, φ k x⟫_ℂ = ⟪v, A x⟫_ℂ := by
    intro x
    rw [← hAC, LinearMap.add_apply, inner_add_right, vacuum_creator h hC, add_zero]
  simp only [expect, List.map_cons, List.map_nil, List.prod_cons, List.prod_nil, mul_one,
    Module.End.mul_apply, key]
  rw [annihilator_through h hφ hA l, inner_sum]
  exact Finset.sum_congr rfl fun j _ => inner_smul_right _ _ _

/-- The vacuum expectation of a product of an odd number of fields vanishes. -/
theorem expect_odd (h : IsFermiVacuum a c v) {φ : κ → Module.End ℂ H}
    (hφ : ∀ k, φ k ∈ fieldSpace a c) (l : List κ) (hl : Odd l.length) :
    expect v φ l = 0 := by
  obtain ⟨n, hn⟩ := hl
  induction n generalizing l with
  | zero =>
    rcases l with _ | ⟨k, l⟩
    · simp at hn
    · rw [wick_recursion h hφ]
      refine Finset.sum_eq_zero fun j _ => ?_
      have hj := j.isLt
      rw [List.length_cons] at hn
      omega
  | succ n ih =>
    rcases l with _ | ⟨k, l⟩
    · simp at hn
    · rw [wick_recursion h hφ]
      refine Finset.sum_eq_zero fun j _ => ?_
      have hlen := List.length_eraseIdx_of_lt j.isLt
      rw [List.length_cons] at hn
      rw [ih (l.eraseIdx j) (by omega), mul_zero]

/-- Two fermionic systems, possibly on different spaces, whose fields have equal vacuum pair
expectations have equal vacuum expectations for all products of these fields. -/
theorem expect_determined_by_pairs {ι' H' : Type*} [DecidableEq ι'] [NormedAddCommGroup H']
    [InnerProductSpace ℂ H'] {a' c' : ι' → Module.End ℂ H'} {v' : H'}
    (h : IsFermiVacuum a c v) (h' : IsFermiVacuum a' c' v')
    {φ : κ → Module.End ℂ H} {ψ : κ → Module.End ℂ H'}
    (hφ : ∀ k, φ k ∈ fieldSpace a c) (hψ : ∀ k, ψ k ∈ fieldSpace a' c')
    (pairs : ∀ i j, expect v φ [i, j] = expect v' ψ [i, j]) (l : List κ) :
    expect v φ l = expect v' ψ l := by
  -- induction on a bound for the number of fields
  have key : ∀ n : ℕ, ∀ l : List κ, l.length < n → expect v φ l = expect v' ψ l := by
    intro n
    induction n with
    | zero => intro l hl; omega
    | succ n ih =>
      intro l hl
      rcases l with _ | ⟨k, l⟩
      · simp [expect, inner_self_eq_norm_sq_to_K, h.norm_one, h'.norm_one]
      · rw [wick_recursion h hφ, wick_recursion h' hψ]
        refine Finset.sum_congr rfl fun j _ => ?_
        have hlen := List.length_eraseIdx_of_lt j.isLt
        rw [List.length_cons] at hl
        rw [pairs, ih (l.eraseIdx j) (by omega)]
  exact key (l.length + 1) l (Nat.lt_succ_self _)

/-- The annihilator of a single mode, `(x₀, x₁) ↦ (x₁, 0)`. -/
noncomputable def lower : Module.End ℂ (EuclideanSpace ℂ (Fin 2)) where
  toFun x := !₂[x 1, 0]
  map_add' x y := by ext i; fin_cases i <;> simp
  map_smul' r x := by ext i; fin_cases i <;> simp

/-- The creator of a single mode, `(x₀, x₁) ↦ (0, x₀)`. -/
noncomputable def raise : Module.End ℂ (EuclideanSpace ℂ (Fin 2)) where
  toFun x := !₂[0, x 0]
  map_add' x y := by ext i; fin_cases i <;> simp
  map_smul' r x := by ext i; fin_cases i <;> simp

/-- The single mode on `ℂ²` with vacuum `(1, 0)` satisfies all the relations. -/
theorem isFermiVacuum_witness :
    IsFermiVacuum (fun _ : Unit => lower) (fun _ : Unit => raise)
      (!₂[1, 0] : EuclideanSpace ℂ (Fin 2)) where
  anticomm p q := by
    refine LinearMap.ext fun x => ?_
    ext i
    fin_cases i <;> simp [lower, Module.End.mul_apply]
  car p q := by
    rw [if_pos (Subsingleton.elim p q)]
    refine LinearMap.ext fun x => ?_
    ext i
    fin_cases i <;> simp [lower, raise, Module.End.mul_apply]
  adjoint p x y := by
    simp [lower, raise, PiLp.inner_apply, Fin.sum_univ_two]
  vacuum p := by
    ext i
    fin_cases i <;> simp [lower]
  norm_one := by
    simp [EuclideanSpace.norm_eq, Fin.sum_univ_two]

end FermionicWickRecursion
```

```lean
#print axioms FermionicWickRecursion.creators_anticomm
#print axioms FermionicWickRecursion.wick_recursion
#print axioms FermionicWickRecursion.expect_odd
#print axioms FermionicWickRecursion.expect_determined_by_pairs
```

```
'FermionicWickRecursion.creators_anticomm' depends on axioms: [propext, Classical.choice, Quot.sound]
'FermionicWickRecursion.wick_recursion' depends on axioms: [propext, Classical.choice, Quot.sound]
'FermionicWickRecursion.expect_odd' depends on axioms: [propext, Classical.choice, Quot.sound]
'FermionicWickRecursion.expect_determined_by_pairs' depends on axioms: [propext, Classical.choice, Quot.sound]
```

## The recursion in words

Write $\langle X\rangle=\langle v,Xv\rangle$ for an operator $X$. For fields $b_1,\dots,b_n$ with $n\ge 1$, each a finite linear combination of annihilators $a_p$ and creators $c_p$, the theorem `wick_recursion` says

$$\langle b_1b_2\cdots b_n\rangle=\sum_{i=2}^{n}(-1)^i\,\langle b_1b_i\rangle\,\langle b_2\cdots\widehat{b_i}\cdots b_n\rangle ,$$

where the hat marks an omitted factor. For $n=1$ the sum is empty and the expectation is zero.

In Lean the fields form a family `φ`, indexed by labels, and a product is given by a list of labels read from left to right. The first field has label `k`; the others are listed in `l`, whose positions `j` start at zero. Position $j$ therefore corresponds to $i=j+2$, and $(-1)^j=(-1)^i$. The list `l.eraseIdx j` is `l` with the entry at position `j` removed. Labels may repeat, so the same field can occur several times in a product.

Two consequences follow. By `expect_odd`, the expectation of an odd number of fields vanishes. By `expect_determined_by_pairs`, two systems whose fields have the same pair expectations have the same expectations for all products of those fields, even if their spaces and mode sets differ.

These are statements about numbers. The operator form of Wick's theorem, which expands a product into normal-ordered terms, says more, and time ordering plays no part here.

## Modes, vacuum and fields

The space `H` is a complex inner product space, of finite or infinite dimension and not necessarily complete. The type `ι` labels the modes, for example spin orbitals, and may be infinite. Operators are elements of `Module.End ℂ H`, that is, linear maps defined on all of `H`. The inner product is linear in its second argument.

The structure `IsFermiVacuum a c v` collects the physical assumptions:

- `anticomm` is $a_pa_q+a_qa_p=0$. For $p=q$ it gives $a_p^2=0$, the Pauli principle.
- `car` is $a_pc_q+c_qa_p=\delta_{pq}$, which expresses that the modes are orthonormal.
- `adjoint` is $\langle c_px,y\rangle=\langle x,a_py\rangle$, so $c_p$ is $a_p^\dagger$.
- `vacuum` and `norm_one` say that $v$ contains no excitation and has norm one.

The relation $c_pc_q+c_qc_p=0$ is not assumed. It is proved in `creators_anticomm`: for all $x,y$,

$$\langle(c_pc_q+c_qc_p)x,y\rangle=\langle x,(a_qa_p+a_pa_q)y\rangle=0 .$$

The recursion itself does not use it.

The set `fieldSpace a c` is the linear span of all $a_p$ and $c_p$, and the hypothesis `hφ` places every `φ k` in it. A product such as $c_pa_p$ is not a single field in this sense; it enters as two fields.

The vacuum need not be empty of electrons. If creator and annihilator exchange roles for the occupied orbitals, a Slater determinant becomes such a $v$, and the recursion reduces its two-body energy to direct and exchange terms; a correlated state does not in general factorise in this way.

The last declarations, `lower`, `raise` and `isFermiVacuum_witness`, give a concrete example of the structure: one mode on $\mathbb C^2$ with vacuum $(1,0)$.

## Four fields in a single mode

In this example a field $b_i=\alpha_ia+\beta_ic$ is the matrix $\begin{pmatrix}0&\alpha_i\\ \beta_i&0\end{pmatrix}$, and $\langle b_ib_j\rangle=\alpha_i\beta_j$. Take

$$b_1=2a+c,\quad b_2=a+3c,\quad b_3=4a+c,\quad b_4=a+5c .$$

Acting on the vacuum from the right gives $(1,0)\to(0,5)\to(20,0)\to(0,60)\to(120,0)$, so $\langle b_1b_2b_3b_4\rangle=120$. The recursion gives

$$\langle b_1b_2\rangle\langle b_3b_4\rangle-\langle b_1b_3\rangle\langle b_2b_4\rangle+\langle b_1b_4\rangle\langle b_2b_3\rangle=6\cdot20-2\cdot5+10\cdot1=120 .$$

With a plus sign in the middle the result would be 140.

## Moving the annihilation part to the vacuum

**Splitting the first field.** Write the first field as $\varphi_k=A+C$ with $A=\sum_p\alpha_pa_p$ and $C=\sum_p\beta_pc_p$, both finite sums. Then $Av=0$, and for every vector $w$

$$\langle v,Cw\rangle=\sum_p\beta_p\langle v,c_pw\rangle=\sum_p\beta_p\langle a_pv,w\rangle=0 .$$

Hence $\langle v,\varphi_kw\rangle=\langle v,Aw\rangle$. The two facts are `annihilator_vacuum` and `vacuum_creator`. Both use `Submodule.span_induction`, which checks a claim on the generators and then under sums and scalar multiples; this replaces writing out the coefficients.

**The anticommutator is a number.** Let $B=\sum_q(\alpha'_qa_q+\beta'_qc_q)$ be any field. Then

$$AB+BA=\sum_{p,q}\alpha_p\bigl(\alpha'_q\{a_p,a_q\}+\beta'_q\{a_p,c_q\}\bigr)=\sum_p\alpha_p\beta'_p=:s ,$$

where $\{X,Y\}=XY+YX$. Taking the vacuum expectation identifies $s$. Since $BAv=0$ and $\|v\|=1$,

$$\langle AB\rangle=\langle AB+BA\rangle=s\,\|v\|^2=s .$$

In `anticommutator_eq_contraction` a nested span induction, first over $A$ and then over $B$, shows that some number `s` exists. Applying the operator identity to `v` then determines it.

**Passing through a product.** Let $B_0,\dots,B_{m-1}$ be the fields listed in `l`. The claim of `annihilator_through` is

$$AB_0\cdots B_{m-1}v=\sum_{j=0}^{m-1}(-1)^j\langle AB_j\rangle\,B_0\cdots\widehat{B_j}\cdots B_{m-1}v .$$

For $m=0$ both sides are zero, because $Av=0$. For $m\ge1$ put $W=B_1\cdots B_{m-1}$, with $W=1$ if $m=1$. The anticommutator gives

$$AB_0Wv=\langle AB_0\rangle Wv-B_0AWv .$$

The first term is the summand $j=0$. By the claim for the shorter product $W$,

$$-B_0AWv=\sum_{i=0}^{m-2}(-1)^{i+1}\langle AB_{i+1}\rangle\,B_0B_1\cdots\widehat{B_{i+1}}\cdots B_{m-1}v ,$$

and $j=i+1$ gives the remaining summands. The Lean proof is this induction on the list: `Fin.sum_univ_succ` separates the summand $j=0$, `eq_sub_of_add_eq` exchanges $A$ with the leftmost field, and `ih` is the claim for the shorter list.

**Taking the expectation.** Pairing the last identity with $v$ gives

$$\langle\varphi_kB_0\cdots B_{m-1}\rangle=\langle AB_0\cdots B_{m-1}\rangle=\sum_{j=0}^{m-1}(-1)^j\langle AB_j\rangle\langle B_0\cdots\widehat{B_j}\cdots B_{m-1}\rangle .$$

Since $\langle AB_j\rangle=\langle\varphi_kB_j\rangle$ by the first step, this is the recursion. In `wick_recursion` the decomposition $A+C$ comes from `Submodule.mem_sup`, and the equality `key` replaces $\varphi_k$ by $A$ on both sides of the goal.

**Odd products and pair expectations.** One field has expectation zero because its sum is empty. An odd product of at least three fields reduces to products with two fields fewer, which are again odd and vanish by induction; `omega` does the counting of lengths.

For two systems with equal pair expectations, the empty product has expectation $\|v\|^2=1$ in both. For a longer product the recursion expresses each side through the same pair values and shorter products, which agree by induction. As the recursion shortens a list by two entries at once, the Lean proof runs the induction on a bound `n` for the length.
